# A spin-independent potential conserves σ·L + 1 exactly when it commutes with every component of L

Let $V$ be a potential that commutes with the Pauli operators $\sigma_0,\sigma_1,\sigma_2$, and let the orbital operators $L_0,L_1,L_2$ commute with them too. Then

$$[V,\ \sigma\cdot L+1]=0 \iff [V,L_i]=0 \ \text{ for } i=0,1,2 .$$

When $L$ is orbital angular momentum, the right-hand side says that $V$ is rotationally invariant. For one electron in the Dirac equation, the operator behind the label $\kappa$ of atomic orbitals is $K=\beta(\sigma\cdot L+1)$, and the same equivalence holds for $K$ when $V$ also commutes with the Dirac matrix $\beta$. An electrostatic potential without spherical symmetry, such as that of a molecule, therefore does not conserve $K$.

## Operators as elements of a complex algebra

Indices run over 0, 1, 2 for $x,y,z$, as in Lean's `Fin 3`, and $\hbar=1$. All operators are elements of one complex algebra `A`, so products are always defined; domains of unbounded operators and self-adjointness do not enter. `Commute a b` means $ab=ba$.

```lean
import Mathlib

open Matrix

namespace KappaCentralSymmetry

noncomputable section

variable {A : Type*} [Ring A] [Algebra ℂ A]
```

The spin operators `s` are required only to satisfy $s_is_j+s_js_i=2\delta_{ij}$.

```lean
/-- The Pauli anticommutation relations: each component squares to one and
different components anticommute. -/
def PauliAnticommute (s : Fin 3 → A) : Prop :=
  ∀ i j, s i * s j + s j * s i = if i = j then 2 else 0
```

The spin-orbit operator is $\kappa=\sum_i s_iL_i+1$. The quantum number $\kappa$ is often defined with the opposite sign.

```lean
/-- The spin-orbit operator `σ·L + 1`. -/
def kappa (s L : Fin 3 → A) : A := ∑ i, s i * L i + 1
```

Dirac's operator is $K=\beta\kappa$, where $\beta$ distinguishes the upper and lower components of a four-component spinor.

```lean
/-- Dirac's operator `K = β (σ·L + 1)`. -/
def diracK (β : A) (s L : Fin 3 → A) : A := β * kappa s L
```

No commutation relations among the $L_i$ are assumed. The equivalences therefore hold for any three operators that commute with the spin, and the reading as rotational invariance comes from choosing $L$ to be orbital angular momentum.

## (a) An anticommutator that isolates one component

**Task.** Let $D_0,D_1,D_2$ commute with every $s_i$. Show that $s_i(s\cdot D)+(s\cdot D)s_i=2D_i$.

**Solution.** Since $D_js_i=s_iD_j$, each term of the sum gives

$$s_is_jD_j+s_jD_js_i=(s_is_j+s_js_i)D_j=2\delta_{ij}D_j .$$

Summing over $j$ leaves $2D_i$. In the proof, `h` is this termwise identity, and `simp` then evaluates the sum over the Kronecker delta.

```lean
omit [Algebra ℂ A] in
/-- The anticommutator of `σ_i` with `σ·D` is `2 D_i` when the vector operator `D`
commutes with the spin. -/
theorem anticommutator_component {s D : Fin 3 → A} (hs : PauliAnticommute s)
    (hD : ∀ i j, Commute (s i) (D j)) (i : Fin 3) :
    s i * (∑ j, s j * D j) + (∑ j, s j * D j) * s i = 2 * D i := by
  rw [Finset.mul_sum, Finset.sum_mul, ← Finset.sum_add_distrib]
  have h : ∀ j, s i * (s j * D j) + s j * D j * s i
      = (if i = j then 2 else 0) * D j := by
    intro j
    rw [← hs i j, mul_assoc (s j), ← (hD i j).eq]
    noncomm_ring
  simp only [h, ite_mul, zero_mul, Finset.sum_ite_eq, Finset.mem_univ, if_true]
```

## (b) The commutator of V with κ

**Task.** Let $V$ commute with every $s_i$. Show that $[V,\kappa]=\sum_i s_i[V,L_i]$.

**Solution.** The 1 in $\kappa$ drops out. In the rest, $V$ moves past $s_i$:

$$Vs_iL_i-s_iL_iV=s_iVL_i-s_iL_iV=s_i[V,L_i].$$

The step `h` in the proof is the move of $V$ past $s_i$.

```lean
omit [Algebra ℂ A] in
/-- For a potential that commutes with the spin, `[V, σ·L + 1] = ∑ σ_i [V, L_i]`. -/
theorem commutator_kappa {s L : Fin 3 → A} {V : A} (hV : ∀ i, Commute (s i) V) :
    V * kappa s L - kappa s L * V = ∑ i, s i * (V * L i - L i * V) := by
  simp only [kappa, mul_add, add_mul, mul_one, one_mul, add_sub_add_right_eq_sub,
    Finset.mul_sum, Finset.sum_mul]
  rw [← Finset.sum_sub_distrib]
  refine Finset.sum_congr rfl fun i _ => ?_
  have h : V * (s i * L i) = s i * (V * L i) := by
    rw [← mul_assoc, ← (hV i).eq, mul_assoc]
  rw [h, mul_sub, mul_assoc (s i) (L i) V]
```

## (c) Conservation of κ is equivalent to commuting with each component

**Task.** Let $V$ and all $L_i$ commute with the spin. Show that $V$ commutes with $\kappa$ if and only if it commutes with every $L_i$.

**Solution.** Put $D_j=[V,L_j]$. If $[V,\kappa]=0$, part (b) gives $s\cdot D=0$. Each $D_j$ is built from $V$ and $L_j$, so it commutes with the spin, and part (a) applies:

$$2D_i=s_i(s\cdot D)+(s\cdot D)s_i=0 .$$

Dividing by 2 gives $[V,L_i]=0$. Conversely, if every $[V,L_i]$ vanishes, so does the sum in (b).

In the proof, `h0` is $s\cdot D=0$, `hD` is the spin independence of $D$, and `h2` is the result of (a). The division by 2 uses the complex scalars.

```lean
/-- A potential that commutes with the spin conserves `σ·L + 1` exactly when it commutes
with each component of the orbital angular momentum. -/
theorem commute_kappa_iff {s L : Fin 3 → A} {V : A} (hs : PauliAnticommute s)
    (hL : ∀ i j, Commute (s i) (L j)) (hV : ∀ i, Commute (s i) V) :
    Commute V (kappa s L) ↔ ∀ i, Commute V (L i) := by
  constructor
  · intro h i
    have h0 : ∑ j, s j * (V * L j - L j * V) = 0 := by
      rw [← commutator_kappa hV, h.eq, sub_self]
    -- the commutators [V, L_j] are themselves spin-independent
    have hD : ∀ i j, Commute (s i) (V * L j - L j * V) := fun i j =>
      ((hV i).mul_right (hL i j)).sub_right ((hL i j).mul_right (hV i))
    -- the anticommutator with σ_i isolates the i-th one
    have h2 := anticommutator_component hs hD i
    rw [h0, mul_zero, zero_mul, add_zero, two_mul] at h2
    have h3 : V * L i - L i * V = 0 := by
      calc V * L i - L i * V
          = (1 / 2 : ℂ) • ((V * L i - L i * V) + (V * L i - L i * V)) := by module
        _ = 0 := by rw [← h2, smul_zero]
    exact sub_eq_zero.mp h3
  · intro h
    have h0 := commutator_kappa (L := L) hV
    have h1 : ∑ i, s i * (V * L i - L i * V) = 0 :=
      Finset.sum_eq_zero fun i _ => by rw [(h i).eq, sub_self, mul_zero]
    exact sub_eq_zero.mp (h0.trans h1)
```

## (d) The same equivalence for Dirac's K

**Task.** Suppose in addition that $\beta^2=1$ and that $V$ commutes with $\beta$. Show that $V$ commutes with $K$ if and only if it commutes with every $L_i$.

**Solution.** If $V$ commutes with $\beta$ and $K$, it commutes with $\beta K=\beta^2\kappa=\kappa$. If it commutes with $\beta$ and $\kappa$, it commutes with their product $K$. Part (c) finishes the argument.

An electrostatic potential, which acts equally on all four components, meets the condition on $\beta$. A magnetic coupling through the Dirac matrices $\alpha_i$, which anticommute with $\beta$, does not.

```lean
/-- A potential that commutes with the spin and with `β` conserves Dirac's `K` exactly when
it commutes with each component of the orbital angular momentum. -/
theorem commute_diracK_iff {s L : Fin 3 → A} {V β : A} (hs : PauliAnticommute s)
    (hL : ∀ i j, Commute (s i) (L j)) (hV : ∀ i, Commute (s i) V)
    (hβ : β * β = 1) (hVβ : Commute V β) :
    Commute V (diracK β s L) ↔ ∀ i, Commute V (L i) := by
  rw [← commute_kappa_iff hs hL hV]
  constructor
  · intro h
    -- multiply K by β once more to recover σ·L + 1
    have h1 := hVβ.mul_right h
    rwa [diracK, ← mul_assoc, hβ, one_mul] at h1
  · intro h
    exact hVβ.mul_right h
```

## (e) Adding a potential to a Hamiltonian that conserves K

**Task.** Under the assumptions of (d), let $H_0$ commute with $K$. Show that $H_0+V$ commutes with $K$ if and only if $V$ commutes with every $L_i$.

**Solution.** Since $[H_0,K]=0$, we have $[H_0+V,K]=[V,K]$, and (d) applies. The proof subtracts or adds the commuting part $H_0$.

The physical $H_0$ is the free Dirac Hamiltonian. Its conservation of $K$ enters as the hypothesis `hH` and is not derived here.

```lean
/-- If `H₀` conserves Dirac's `K`, then `H₀ + V` conserves it exactly when the potential `V`
commutes with each component of the orbital angular momentum. -/
theorem hamiltonian_conserves_diracK_iff {s L : Fin 3 → A} {H₀ V β : A}
    (hs : PauliAnticommute s) (hL : ∀ i j, Commute (s i) (L j))
    (hV : ∀ i, Commute (s i) V) (hβ : β * β = 1) (hVβ : Commute V β)
    (hH : Commute H₀ (diracK β s L)) :
    Commute (H₀ + V) (diracK β s L) ↔ ∀ i, Commute V (L i) := by
  rw [← commute_diracK_iff hs hL hV hβ hVβ]
  constructor
  · intro h
    have h1 := h.sub_left hH
    rwa [add_sub_cancel_left] at h1
  · intro h
    exact hH.add_left h
```

## (f) Pauli matrices over an algebra of orbital operators

Let $R$ be a complex algebra of orbital operators. Two-by-two matrices over $R$ describe an electron with spin.

```lean
/-- The Pauli matrices with entries in an algebra `R` of orbital operators. -/
def pauli (R : Type*) [Ring R] [Algebra ℂ R] : Fin 3 → Matrix (Fin 2) (Fin 2) R :=
  ![!![0, 1; 1, 0], !![0, -(Complex.I • 1); Complex.I • 1, 0], !![1, 0; 0, -1]]
```

An orbital operator $x$ acts as $\mathrm{diag}(x,x)$.

```lean
/-- An orbital operator acting equally on both spin components. -/
def orbital {R : Type*} [Ring R] (x : R) : Matrix (Fin 2) (Fin 2) R := !![x, 0; 0, x]
```

**Task.** Show that these Pauli matrices satisfy the anticommutation relations and commute with every $\mathrm{diag}(x,x)$.

**Solution.** Each matrix squares to 1. For different indices,

$$\sigma_0\sigma_1=\begin{pmatrix}i&0\\0&-i\end{pmatrix},\quad
\sigma_0\sigma_2=\begin{pmatrix}0&-1\\1&0\end{pmatrix},\quad
\sigma_1\sigma_2=\begin{pmatrix}0&i\\i&0\end{pmatrix},$$

and reversing the order changes the sign. The entries are complex multiples of 1, so they commute with $x$. Lean checks the same products entry by entry.

```lean
/-- The Pauli matrices over any algebra of orbital operators satisfy the Pauli
anticommutation relations and commute with every orbital operator. -/
theorem pauli_witness (R : Type*) [Ring R] [Algebra ℂ R] :
    PauliAnticommute (pauli R) ∧ ∀ i (x : R), Commute (pauli R i) (orbital x) := by
  constructor
  · have h11 : (1 : Matrix (Fin 2) (Fin 2) R) + 1 = 2 := one_add_one_eq_two
    have h2 : (2 : Matrix (Fin 2) (Fin 2) R) = !![2, 0; 0, 2] := by
      rw [← h11, Matrix.one_fin_two]
      ext a b
      fin_cases a <;> fin_cases b <;> simp [one_add_one_eq_two]
    intro i j
    fin_cases i <;> fin_cases j <;> ext a b <;> fin_cases a <;> fin_cases b <;>
      simp [pauli, h2, smul_smul, one_add_one_eq_two]
  · intro i x
    rw [commute_iff_eq]
    fin_cases i <;> ext a b <;> fin_cases a <;> fin_cases b <;>
      simp [pauli, orbital, Matrix.mul_apply, Fin.sum_univ_succ]
```

## (g) A β on four-component spinors

**Task.** Double the space once more, with spin as the outer matrix index and upper/lower component as the inner one. Let $\beta$ be $\mathrm{diag}(1,-1)$ on the inner index. Show that $\beta^2=1$ and that $\beta$ commutes with every orbital operator and with $K$.

**Solution.** The square is immediate. An orbital operator acts equally on the upper and lower components, so it commutes with $\beta$. The spin matrices act on the other index and commute with $\beta$ as well. Hence $\beta$ commutes with $\kappa$, and so with $K=\beta\kappa$.

The rest-energy term of the Dirac Hamiltonian, a multiple of $\beta$, is thus an example of an $H_0$ allowed in (e).

```lean
/-- On four-component spinors, `β = diag(1, -1)` in the upper and lower components squares to
one, commutes with every orbital operator, and conserves Dirac's `K`. -/
theorem beta_witness (R : Type*) [Ring R] [Algebra ℂ R] (l : Fin 3 → R) :
    orbital (pauli R 2) * orbital (pauli R 2) = 1 ∧
    (∀ v : R, Commute (orbital (pauli R 2)) (orbital (orbital v))) ∧
    Commute (orbital (pauli R 2)) (diracK (orbital (pauli R 2))
      (pauli (Matrix (Fin 2) (Fin 2) R)) (fun i => orbital (orbital (l i)))) := by
  have hmul : ∀ x y : Matrix (Fin 2) (Fin 2) R,
      orbital x * orbital y = orbital (x * y) := by
    intro x y
    simp [orbital]
  have hc : ∀ v : R, Commute (orbital (pauli R 2)) (orbital (orbital v)) := by
    intro v
    rw [commute_iff_eq, hmul, hmul, ((pauli_witness R).2 2 v).eq]
  refine ⟨?_, hc, ?_⟩
  · have h1 : pauli R 2 * pauli R 2 = 1 := by
      simp [pauli, Matrix.one_fin_two]
    rw [hmul, h1, orbital, ← Matrix.one_fin_two]
  · refine (Commute.refl _).mul_right (Commute.add_right ?_ (Commute.one_right _))
    exact Commute.sum_right _ _ _ fun i _ =>
      ((pauli_witness _).2 i _).symm.mul_right (hc (l i))
```

## (h) A spin-dependent potential that conserves κ but not L₂

Let $L_i=\tau_i/2$, where the $\tau_i$ are Pauli matrices on a space separate from the spin. This is a small algebraic stand-in: true orbital angular momentum has only integer quantum numbers.

```lean
/-- Angular momentum one-half in the role of `L`, acting on a space separate from the spin. -/
def halfL (i : Fin 3) : Matrix (Fin 2) (Fin 2) (Matrix (Fin 2) (Fin 2) ℂ) :=
  orbital ((1 / 2 : ℂ) • pauli ℂ i)
```

**Task.** Show that $V=\sigma\cdot L$ commutes with $\kappa$ but not with $L_2$, the $z$ component.

**Solution.** $V$ commutes with $V+1=\kappa$. On the other hand,

$$[V,L_2]=\tfrac14\sum_i\sigma_i[\tau_i,\tau_2]=\tfrac{i}{2}(\sigma_1\tau_0-\sigma_0\tau_1)\neq0 .$$

Lean compares one matrix element, with spin indices $(0,1)$ and $\tau$ indices $(1,0)$. It equals $\tfrac12$ in $VL_2$ and $-\tfrac12$ in $L_2V$.

Here the $L_i$ commute with the spin and $V$ does not, so the equivalence in (c) fails without the spin independence of $V$.

```lean
/-- The spin-dependent potential `σ·L`, with `L` of angular momentum one-half, commutes with `σ·L +
1` but not with `halfL 2`, the `z` component of `L`. -/
theorem spin_orbit_counterexample :
    Commute (∑ i, pauli _ i * halfL i) (kappa (pauli _) halfL) ∧
    ¬ Commute (∑ i, pauli _ i * halfL i) (halfL 2) := by
  constructor
  · exact (Commute.refl _).add_right (Commute.one_right _)
  · intro h
    -- compare one spin-flip matrix element of the two products
    have h1 := congrArg (fun M => M 0 1 1 0) h.eq
    have p0 : pauli ℂ 0 = !![0, 1; 1, 0] := rfl
    have p1 : pauli ℂ 1 = !![0, -(Complex.I • 1); Complex.I • 1, 0] := rfl
    have p2 : pauli ℂ 2 = !![1, 0; 0, -1] := rfl
    have q0 : pauli (Matrix (Fin 2) (Fin 2) ℂ) 0 = !![0, 1; 1, 0] := rfl
    have q1 : pauli (Matrix (Fin 2) (Fin 2) ℂ) 1
        = !![0, -(Complex.I • 1); Complex.I • 1, 0] := rfl
    have q2 : pauli (Matrix (Fin 2) (Fin 2) ℂ) 2 = !![1, 0; 0, -1] := rfl
    norm_num [halfL, orbital, p0, p1, p2, q0, q1, q2, Matrix.mul_apply,
      Fin.sum_univ_three, Fin.sum_univ_two, Complex.ext_iff] at h1

end

end KappaCentralSymmetry
```

```lean
#print axioms KappaCentralSymmetry.commute_diracK_iff
#print axioms KappaCentralSymmetry.hamiltonian_conserves_diracK_iff
#print axioms KappaCentralSymmetry.spin_orbit_counterexample
```

```
'KappaCentralSymmetry.commute_diracK_iff' depends on axioms: [propext, Classical.choice, Quot.sound]
'KappaCentralSymmetry.hamiltonian_conserves_diracK_iff' depends on axioms: [propext, Classical.choice, Quot.sound]
'KappaCentralSymmetry.spin_orbit_counterexample' depends on axioms: [propext, Classical.choice, Quot.sound]
```
